# With constant static polarisation 1/3, strong-collision hopping at rate v gives (1/3) exp(-2vt/3)

The static polarisation of the muon between hops is taken here to be a constant, a, in place of the full Kubo-Toyabe function. In zero applied field, with static local fields pointing in random directions, on average one third of the initial polarisation lies along the local field and does not precess. This is the one-third tail, and it corresponds to a = 1/3. The constant stands for slow hopping, where the muon usually stays at a site long enough for the precessing part to dephase. It leaves out the early-time fall from 1 and the dip before the tail, so G, the polarisation carried by the tail, starts at 1/3 and not at 1.

```lean
import Mathlib

open Set Filter Topology

namespace MuonHoppingTail

noncomputable section
```

The first line loads Mathlib, the mathematical library for Lean. The others allow shorter names, group the results under `MuonHoppingTail`, and permit definitions that Lean does not compile to executable code.

## The collision equation

```lean
/-- The strong-collision equation for the muon polarisation `G` at times `t ≥ 0`: the muon hops
at rate `v`, and between hops it relaxes with the static function `g`. -/
def SolvesStrongCollision (g : ℝ → ℝ) (v : ℝ) (G : ℝ → ℝ) : Prop :=
  ∀ t, 0 ≤ t → G t = Real.exp (-v * t) * g t
    + v * ∫ s in (0 : ℝ)..t, Real.exp (-v * (t - s)) * g (t - s) * G s
```

This definition names a property that a function G may or may not have. Given a static function g and a hop rate v, `SolvesStrongCollision g v G` says that for every t ≥ 0

G(t) = exp(-vt) g(t) + v ∫₀ᵗ exp(-v(t-s)) g(t-s) G(s) ds.

The first term belongs to muons that have not hopped. In the second, s is the time of the last hop: the muon arrives with polarisation G(s), then stays for a time t-s and relaxes with g. Starting g afresh after each hop assumes that the fields at successive sites are uncorrelated.

The type `ℝ → ℝ` means that G has a value at every real time, but the equation constrains it only for t ≥ 0. The rate v may be any real number; as a hop rate it is non-negative.

```lean
/-- The polarisation at time `t` carried by muons that have hopped exactly `n` times: a factor `a`
for each of the `n + 1` sites visited, times the Poisson weight of `n` hops at rate `v`. -/
def hopTerm (a v : ℝ) (n : ℕ) (t : ℝ) : ℝ :=
  a ^ (n + 1) * ((v * t) ^ n / (n.factorial : ℝ) * Real.exp (-v * t))
```

`hopTerm a v n t` is the part of the polarisation carried by muons that have hopped exactly n times:

aⁿ⁺¹ · (vt)ⁿ/n! · exp(-vt).

After n hops the muon has visited n+1 sites, each contributing a factor a. The rest is the Poisson probability of n hops in time t.

## Taking the exponential out of the integral

```lean
/-- The derivative of the exponential `exp (c u)` is `c exp (c u)`. -/
lemma hasDerivAt_exp_mul (c x : ℝ) :
    HasDerivAt (fun u : ℝ => Real.exp (c * u)) (c * Real.exp (c * x)) x :=
  (((hasDerivAt_id' x).const_mul c).exp).congr_deriv (by ring)
```

`HasDerivAt f d x` means that f has derivative d at x. The lemma is the familiar rule d/du exp(cu) = c exp(cu).

```lean
/-- For a constant static polarisation `a`, the factor `a exp (-v t)` comes out of the
collision integral. -/
lemma collision_integral (a v t : ℝ) (G : ℝ → ℝ) :
    ∫ s in (0 : ℝ)..t, Real.exp (-v * (t - s)) * a * G s
      = a * Real.exp (-v * t) * ∫ s in (0 : ℝ)..t, Real.exp (v * s) * G s := by
  rw [← intervalIntegral.integral_const_mul]
  refine intervalIntegral.integral_congr fun s _ => ?_
  have h : Real.exp (-v * (t - s)) = Real.exp (-v * t) * Real.exp (v * s) := by
    rw [← Real.exp_add]; ring_nf
  simp only [h]
  ring
```

Since exp(-v(t-s)) = exp(-vt) exp(vs), everything that does not depend on s can leave the integral:

∫₀ᵗ exp(-v(t-s)) a G(s) ds = a exp(-vt) ∫₀ᵗ exp(vs) G(s) ds.

The proof moves the constant back inside with `integral_const_mul` and compares the integrands point by point.

```lean
/-- The strong-collision equation with constant static polarisation `a`, written with the
factor `a exp (-v t)` in front. -/
lemma solves_const_iff (a v : ℝ) (G : ℝ → ℝ) :
    SolvesStrongCollision (fun _ => a) v G ↔ ∀ t, 0 ≤ t →
      G t = a * Real.exp (-v * t) * (1 + v * ∫ s in (0 : ℝ)..t, Real.exp (v * s) * G s) := by
  refine forall₂_congr fun t _ => ?_
  have h := collision_integral a v t G
  constructor
  · intro e
    linear_combination e + v * h
  · intro e
    linear_combination e - v * h
```

The expression `fun _ => a` is the constant function with value a. For this g the collision equation is equivalent to

G(t) = a exp(-vt) [1 + v ∫₀ᵗ exp(vs) G(s) ds], for t ≥ 0.

The tactic `linear_combination` proves an equation by checking that it is an algebraic combination of known ones. Here these are the equation `e` in one form and the factorisation `h`.

## One continuous solution, and its form

```lean
/-- Uniqueness: a continuous solution with constant static polarisation `a` equals the exponential
`a exp (-(1 - a) v t)` at all times `t ≥ 0`. -/
theorem eq_exp_of_solves {a v : ℝ} {G : ℝ → ℝ} (hG : ContinuousOn G (Ici 0))
    (h : SolvesStrongCollision (fun _ => a) v G) {t : ℝ} (ht : 0 ≤ t) :
    G t = a * Real.exp (-(1 - a) * v * t) := by
  rw [solves_const_iff] at h
  -- extend `G` continuously to negative times, so that the integral is differentiable
  have hH : Continuous (fun s : ℝ => Real.exp (v * s) * G (max s 0)) := by
    have h1 : Continuous (fun s : ℝ => G (max s 0)) :=
      hG.comp_continuous (by fun_prop) (fun s => le_max_right s 0)
    exact (by fun_prop : Continuous fun s : ℝ => Real.exp (v * s)).mul h1
  obtain ⟨F, hF0, hF, hFG⟩ : ∃ F : ℝ → ℝ, F 0 = 0 ∧
      (∀ x, 0 ≤ x → HasDerivAt F (Real.exp (v * x) * G x) x) ∧
      ∀ x, 0 ≤ x → G x = a * Real.exp (-v * x) * (1 + v * F x) := by
    refine ⟨fun u => ∫ s in (0 : ℝ)..u, Real.exp (v * s) * G (max s 0), by simp,
      fun x hx => ?_, fun x hx => ?_⟩
    · have h2 := (hH.integral_hasStrictDerivAt 0 x).hasDerivAt
      simpa only [max_eq_left hx] using h2
    · have e : ∫ s in (0 : ℝ)..x, Real.exp (v * s) * G s
          = ∫ s in (0 : ℝ)..x, Real.exp (v * s) * G (max s 0) :=
        intervalIntegral.integral_congr fun s hs => by
          rw [uIcc_of_le hx] at hs
          simp only [max_eq_left hs.1]
      rw [h x hx, e]
  -- `(1 + v F) exp (-a v t)` is conserved
  have hK : ∀ x, 0 ≤ x →
      HasDerivAt (fun u => (1 + v * F u) * Real.exp (-(a * v) * u)) 0 x := by
    intro x hx
    have h1 := ((hF x hx).const_mul v).const_add 1
    refine (h1.fun_mul (hasDerivAt_exp_mul (-(a * v)) x)).congr_deriv ?_
    have hexp : Real.exp (v * x) * Real.exp (-v * x) = 1 := by
      rw [← Real.exp_add, show v * x + -v * x = 0 by ring, Real.exp_zero]
    show v * (Real.exp (v * x) * G x) * Real.exp (-(a * v) * x)
      + (1 + v * F x) * (-(a * v) * Real.exp (-(a * v) * x)) = 0
    rw [hFG x hx]
    linear_combination (v * a * (1 + v * F x) * Real.exp (-(a * v) * x)) * hexp
  have hc := constant_of_has_deriv_right_zero (a := 0) (b := t)
    (fun x hx => (hK x hx.1).continuousAt.continuousWithinAt)
    (fun x hx => (hK x hx.1).hasDerivWithinAt) t ⟨ht, le_rfl⟩
  simp only [hF0, mul_zero, add_zero, Real.exp_zero, mul_one] at hc
  have hq : Real.exp (-(a * v) * t) * Real.exp (a * v * t) = 1 := by
    rw [← Real.exp_add, show -(a * v) * t + a * v * t = 0 by ring, Real.exp_zero]
  have hs : Real.exp (-(1 - a) * v * t) = Real.exp (-v * t) * Real.exp (a * v * t) := by
    rw [← Real.exp_add]; ring_nf
  rw [hFG t ht, hs]
  linear_combination a * Real.exp (-v * t) * Real.exp (a * v * t) * hc
    - a * Real.exp (-v * t) * (1 + v * F t) * hq
```

The hypotheses, in brackets before the final colon, are that G is continuous on [0,∞), written `ContinuousOn G (Ici 0)`, that it solves the equation, and that t ≥ 0. The conclusion is G(t) = a exp(-(1-a)vt).

By hand, define

F(t) = ∫₀ᵗ exp(vs) G(s) ds.

The collision equation becomes G(t) = a exp(-vt)(1 + vF(t)), and differentiating F gives

F′(t) = exp(vt) G(t) = a(1 + vF(t)).

Now differentiate the product (1 + vF) exp(-avt):

d/dt [(1 + vF) exp(-avt)] = [v·a(1 + vF) - av(1 + vF)] exp(-avt) = 0.

The product is therefore constant. Since F(0) = 0, it equals 1, so 1 + vF(t) = exp(avt), and

G(t) = a exp(-vt) exp(avt) = a exp(-(1-a)vt).

Lean follows the same route with one addition. G may behave badly at negative times, which would spoil the two-sided derivative of F at t = 0. The proof therefore integrates `G (max s 0)`, which agrees with G for s ≥ 0 and is continuous everywhere. The `obtain` step collects the three facts needed about F: its initial value, its derivative and its relation to G. Then `hK` is the zero derivative, `constant_of_has_deriv_right_zero` turns it into constancy on [0,t], and the last lines solve for G.

```lean
/-- Existence: the exponential `a exp (-(1 - a) v t)` solves the strong-collision equation with
constant static polarisation `a`. -/
theorem solves_of_eq_exp {a v : ℝ} {G : ℝ → ℝ}
    (hG : ∀ t, 0 ≤ t → G t = a * Real.exp (-(1 - a) * v * t)) :
    SolvesStrongCollision (fun _ => a) v G := by
  rw [solves_const_iff]
  intro t ht
  have hsplit : ∀ s : ℝ, Real.exp (a * v * s)
      = Real.exp (v * s) * Real.exp (-(1 - a) * v * s) := by
    intro s
    rw [← Real.exp_add]; ring_nf
  -- the memory integral is elementary
  have e : v * ∫ s in (0 : ℝ)..t, Real.exp (v * s) * G s = Real.exp (a * v * t) - 1 := by
    rw [← intervalIntegral.integral_const_mul]
    have hc : ∫ s in (0 : ℝ)..t, v * (Real.exp (v * s) * G s)
        = ∫ s in (0 : ℝ)..t, a * v * Real.exp (a * v * s) :=
      intervalIntegral.integral_congr fun s hs => by
        rw [uIcc_of_le ht] at hs
        simp only [hG s hs.1, hsplit s]
        ring
    rw [hc, intervalIntegral.integral_eq_sub_of_hasDerivAt
      (fun s _ => hasDerivAt_exp_mul (a * v) s)
      (Continuous.intervalIntegrable (by fun_prop) _ _)]
    simp
  have h2 : Real.exp (-(1 - a) * v * t) = Real.exp (-v * t) * Real.exp (a * v * t) := by
    rw [← Real.exp_add]; ring_nf
  rw [hG t ht, e, h2]
  ring
```

This is the converse: a function equal to the exponential for all t ≥ 0 solves the equation. Substituting it into the memory integral gives

v ∫₀ᵗ exp(vs) a exp(-(1-a)vs) ds = ∫₀ᵗ av exp(avs) ds = exp(avt) - 1.

The bracket in the factored equation is then exp(avt), and the right-hand side is a exp(-vt) exp(avt), which is G(t). In Lean, `e` is this integral, evaluated by the fundamental theorem of calculus with exp(avs) as antiderivative. Nothing is divided by av, so the cases a = 0 and v = 0 need no separate treatment.

```lean
/-- A function is a continuous solution of the strong-collision equation with constant static
polarisation `a` exactly when it equals `a exp (-(1 - a) v t)` at all times `t ≥ 0`. -/
theorem strongCollision_const_iff (a v : ℝ) (G : ℝ → ℝ) :
    (ContinuousOn G (Ici 0) ∧ SolvesStrongCollision (fun _ => a) v G) ↔
      ∀ t, 0 ≤ t → G t = a * Real.exp (-(1 - a) * v * t) := by
  constructor
  · rintro ⟨hG, h⟩ t ht
    exact eq_exp_of_solves hG h ht
  · intro h
    have hc : Continuous (fun t : ℝ => a * Real.exp (-(1 - a) * v * t)) := by fun_prop
    exact ⟨hc.continuousOn.congr fun t ht => h t ht, solves_of_eq_exp h⟩
```

The two directions combine into one equivalence, written `↔`. The left side says that G is continuous on [0,∞) and solves the equation; the right side says that G is the exponential there. Left to right is uniqueness. Right to left is existence, together with the continuity of the exponential.

```lean
/-- A function is a continuous solution of the strong-collision equation with constant static
polarisation `1/3` exactly when it equals `(1/3) exp (-2 v t / 3)` at all times `t ≥ 0`. -/
theorem one_third_tail_iff (v : ℝ) (G : ℝ → ℝ) :
    (ContinuousOn G (Ici 0) ∧ SolvesStrongCollision (fun _ => 1 / 3) v G) ↔
      ∀ t, 0 ≤ t → G t = 1 / 3 * Real.exp (-(2 * v * t / 3)) := by
  rw [strongCollision_const_iff]
  refine forall₂_congr fun t _ => ?_
  rw [show -(1 - 1 / 3) * v * t = -(2 * v * t / 3) by ring]
```

Setting a = 1/3 gives 1 - a = 2/3, and so

G(t) = (1/3) exp(-2vt/3), for t ≥ 0.

The rate has a simple reading: hops occur at rate v, and each one costs two thirds of the remaining tail. In muon spin relaxation, a fitted tail decay rate λ corresponds to a hop rate v = 3λ/2 within this model of constant static polarisation and uncorrelated sites. The same formula can serve as a check on a numerical solver for the collision equation, for constant g only. How closely the full Kubo-Toyabe function approaches this law at small v is a separate question, which the theorem does not address.

## Decay at long times

```lean
/-- If the hop rate is positive and the static polarisation `a` is below one, every continuous
solution decays to zero at long times. -/
theorem tail_tendsto_zero {a v : ℝ} (ha : a < 1) (hv : 0 < v) {G : ℝ → ℝ}
    (hG : ContinuousOn G (Ici 0)) (h : SolvesStrongCollision (fun _ => a) v G) :
    Tendsto G atTop (𝓝 0) := by
  have hneg : -(1 - a) * v < 0 := by nlinarith [mul_pos (sub_pos.mpr ha) hv]
  have h1 : Tendsto (fun t : ℝ => -(1 - a) * v * t) atTop atBot :=
    tendsto_id.const_mul_atTop_of_neg hneg
  have h2 := (Real.tendsto_exp_atBot.comp h1).const_mul a
  rw [mul_zero] at h2
  refine h2.congr' ?_
  filter_upwards [eventually_ge_atTop (0 : ℝ)] with t ht
  exact (eq_exp_of_solves hG h ht).symm
```

`Tendsto G atTop (𝓝 0)` says that G(t) → 0 as t → ∞. This is where positivity of v enters, along with a < 1: together they make the exponent -(1-a)vt go to -∞. The proof takes the limit of the exponential and transfers it to G, which agrees with it for all t ≥ 0. At v = 0 the one-third tail would simply stay at 1/3.

## Counting the hops

```lean
/-- One more hop: the collision integral turns the `n`-hop polarisation into the
`(n + 1)`-hop polarisation. -/
theorem hopTerm_succ (a v : ℝ) (n : ℕ) (t : ℝ) :
    hopTerm a v (n + 1) t
      = v * ∫ s in (0 : ℝ)..t, Real.exp (-v * (t - s)) * a * hopTerm a v n s := by
  rw [collision_integral a v t (hopTerm a v n)]
  -- the exponentials cancel and leave a power of `s`
  have hc : ∫ s in (0 : ℝ)..t, Real.exp (v * s) * hopTerm a v n s
      = ∫ s in (0 : ℝ)..t, a ^ (n + 1) * v ^ n / (n.factorial : ℝ) * s ^ n :=
    intervalIntegral.integral_congr fun s _ => by
      have hexp : Real.exp (v * s) * Real.exp (-v * s) = 1 := by
        rw [← Real.exp_add, show v * s + -v * s = 0 by ring, Real.exp_zero]
      simp only [hopTerm]
      linear_combination (a ^ (n + 1) * ((v * s) ^ n / (n.factorial : ℝ))) * hexp
  have h0 : (0 : ℝ) ^ (n + 1) = 0 := by simp
  have key : (((n + 1).factorial : ℕ) : ℝ)⁻¹ = ((n : ℝ) + 1)⁻¹ * (n.factorial : ℝ)⁻¹ := by
    rw [Nat.factorial_succ]
    push_cast
    rw [mul_inv]
  rw [hc, intervalIntegral.integral_const_mul, integral_pow, h0, sub_zero]
  simp only [hopTerm, div_eq_mul_inv, key]
  ring
```

The collision integral adds one hop. Inserting the n-hop term, the exponentials in s cancel and leave a power:

v ∫₀ᵗ exp(-v(t-s)) a · aⁿ⁺¹ (vs)ⁿ/n! · exp(-vs) ds
= aⁿ⁺² vⁿ⁺¹ exp(-vt)/n! · ∫₀ᵗ sⁿ ds
= aⁿ⁺² (vt)ⁿ⁺¹/(n+1)! · exp(-vt).

The last line is the (n+1)-hop term. In the proof, `hc` is the cancellation, `integral_pow` integrates sⁿ, and `key` supplies (n+1)! = (n+1) n!.

```lean
/-- Summed over all numbers of hops, the polarisation is `a exp (-(1 - a) v t)`. -/
theorem hasSum_hopTerm (a v t : ℝ) :
    HasSum (fun n => hopTerm a v n t) (a * Real.exp (-(1 - a) * v * t)) := by
  have hs : HasSum (fun n : ℕ => (a * v * t) ^ n / (n.factorial : ℝ))
      (Real.exp (a * v * t)) := by
    rw [Real.exp_eq_exp_ℝ]
    exact NormedSpace.expSeries_div_hasSum_exp (a * v * t)
  have h2 : Real.exp (-(1 - a) * v * t) = Real.exp (-v * t) * Real.exp (a * v * t) := by
    rw [← Real.exp_add]; ring_nf
  -- each hop term is a term of the exponential series
  have hf : (fun n => hopTerm a v n t)
      = fun n : ℕ => a * Real.exp (-v * t) * ((a * v * t) ^ n / (n.factorial : ℝ)) := by
    funext n
    simp only [hopTerm]
    ring
  rw [h2, ← mul_assoc, hf]
  exact hs.mul_left (a * Real.exp (-v * t))

end

end MuonHoppingTail
```

`HasSum` says that the series over n = 0, 1, 2, … converges to the stated value. By hand,

Σₙ aⁿ⁺¹ (vt)ⁿ/n! · exp(-vt) = a exp(-vt) Σₙ (avt)ⁿ/n! = a exp(-vt) exp(avt) = a exp(-(1-a)vt).

Lean does the same: `hs` is the exponential series, `hf` rewrites each hop term as a multiple of one of its terms, and `mul_left` restores the common factor. Counting hops thus gives the same polarisation as solving the integral equation. For a = 1/3, the muons that have not yet hopped contribute (1/3) exp(-vt), and those that have hopped make up the difference to (1/3) exp(-2vt/3).

```lean
#print axioms MuonHoppingTail.strongCollision_const_iff
#print axioms MuonHoppingTail.one_third_tail_iff
#print axioms MuonHoppingTail.hopTerm_succ
#print axioms MuonHoppingTail.hasSum_hopTerm
```

```
'MuonHoppingTail.strongCollision_const_iff' depends on axioms: [propext, Classical.choice, Quot.sound]
'MuonHoppingTail.one_third_tail_iff' depends on axioms: [propext, Classical.choice, Quot.sound]
'MuonHoppingTail.hopTerm_succ' depends on axioms: [propext, Classical.choice, Quot.sound]
'MuonHoppingTail.hasSum_hopTerm' depends on axioms: [propext, Classical.choice, Quot.sound]
```
